# Quadratic equations for sums over Tavis–Cummings Bethe roots, with distinct emitter energies

I have $N$ molecules in a cavity of frequency $\omega$, in units with $\hbar=1$. Each is a two-level emitter with its own excitation energy $e_j$, and all couple to the mode with the same strength $V$, the matrix element for turning a single photon into an excited emitter. For $M$ excitations I solve the Bethe equations for the roots $l_a$,

$$\frac{l_a-\omega}{V^2}=\sum_j\frac{1}{l_a-e_j}-\sum_{b\ne a}\frac{2}{l_a-l_b}.$$

The last terms become very large when two roots approach each other. I am told that the sums $L_j=\sum_a 1/(e_j-l_a)$ obey quadratic equations in which no root appears. Where do the root–root terms go, and do I lose information by switching?

## The root–root terms are the cross terms of $L_j^2$

They are absorbed into the square of $L_j$. For distinct roots and $z$ away from them, each cross term splits as

$$\frac{1}{(z-l_a)(z-l_b)}=\frac{1}{l_a-l_b}\left[\frac{1}{z-l_a}-\frac{1}{z-l_b}\right].$$

Sum over ordered pairs and swap the labels in the second part. The two parts are equal, so

$$\Big(\sum_a\frac1{z-l_a}\Big)^2=\sum_a\frac1{(z-l_a)^2}+\sum_a\frac{1}{z-l_a}\sum_{b\ne a}\frac{2}{l_a-l_b}.$$

Now let $D_a$ be the residual of the Bethe equation,

$$D_a=l_a-\omega-V^2\Big(\sum_i\frac1{l_a-e_i}-\sum_{b\neq a}\frac2{l_a-l_b}\Big).$$

Divide it by $e_j-l_a$ and sum over $a$:

- Since $\frac{l_a-\omega}{e_j-l_a}=-1+\frac{e_j-\omega}{e_j-l_a}$, the first part gives $-M+(e_j-\omega)L_j$.
- The term $i=j$ gives $V^2\sum_a 1/(e_j-l_a)^2$. With the root–root terms, this is $V^2L_j^2$ by the expansion at $z=e_j$.
- For $i\ne j$, $\frac{1}{(l_a-e_i)(e_j-l_a)}=\frac{1}{e_j-e_i}\left[\frac1{e_j-l_a}-\frac1{e_i-l_a}\right]$, which sums to $(L_j-L_i)/(e_j-e_i)$.

Hence, for any distinct roots that avoid the $e_j$,

$$\sum_a\frac{D_a}{e_j-l_a}=V^2L_j^2-V^2\sum_{i\ne j}\frac{L_j-L_i}{e_j-e_i}-M+(e_j-\omega)L_j.$$

If the Bethe equations hold, the left side vanishes, and division by $V^2$ gives

$$L_j^2=\sum_{i\neq j}\frac{L_j-L_i}{e_j-e_i}+\frac{M-(e_j-\omega)L_j}{V^2}.$$

## Going back when $M\le N$

Suppose distinct roots avoiding the $e_j$ give sums that obey all $N$ quadratic equations. Then $\sum_a D_a/(e_j-l_a)=0$ for every $j$. Clearing denominators, the polynomial $p(z)=\sum_a D_a\prod_{b\ne a}(z-l_b)$ vanishes at all $N$ energies. For $M\geq1$ its degree is at most $M-1<N$, so $p=0$. At $z=l_a$ only one term survives, and $D_a=0$. For $M=0$ there is nothing to show.

So for such roots the quadratic equations are equivalent to the Bethe equations. This doesn't say that every solution $(L_j)$ of the quadratic system comes from distinct roots.

## What the Lean statements say

`e` and `l` list the energies and roots, with indices from 0; all parameters are complex, which includes the physical real values. `betheSum e l j` is $L_j$ and `betheDefect` is $D_a$. `IsBetheSolution` collects distinct roots, avoidance of the energies, and the Bethe equations multiplied by $V^2$. The condition `hV` means that the emitters do couple to the mode; `he` excludes emitters of equal energy, and so the original Tavis–Cummings case of identical ones.

`quadratic_of_bethe` holds for any $M$, and `bethe_iff_quadratic` adds the converse for `M ≤ N`. The Bethe equations are the starting point: that their solutions give eigenstates of the Hamiltonian is assumed. For equally coupled two-level emitters of distinct energies in a single lossless mode, within the rotating-wave approximation, a spectral calculation can look for the $L_j$ among the solutions of $N$ polynomial equations. Summing the Bethe equations then gives the energy above the state without excitations, $\sum_a l_a=M\omega-V^2\sum_j L_j$. Some solutions belong to no eigenstate: for $e=(11,12)$, $\omega=10$, $V=1$ and $M=1$, the quadratic equations also allow $L=(-1,-2)$, which would need $l=12$ and $l=25/2$ at once. The energy formula then gives $13$, which is not a one-excitation energy of this system. But a lack of such roots isn't always a reason to discard a solution. For $e=(10,12)$, $\omega=11$, $V^2=1/2$ and $M=2$, the solution $L=(3,1)$ gives the true energy $20$, though no distinct roots avoiding the $e_j$ have these sums.

```lean
import Mathlib

open Finset

namespace TavisCummingsBethe

noncomputable section

variable {N M : ℕ}

/-- The sum `L_j = ∑_a 1/(e_j - l_a)` over the roots, for roots `l_a` that avoid `e_j`. -/
def betheSum (e : Fin N → ℂ) (l : Fin M → ℂ) (j : Fin N) : ℂ :=
  ∑ a, 1 / (e j - l a)

/-- The residual of the Bethe equation of root `a`, for distinct roots that avoid all `e_j`. -/
def betheDefect (e : Fin N → ℂ) (ω V : ℂ) (l : Fin M → ℂ) (a : Fin M) : ℂ :=
  l a - ω - V ^ 2 * (∑ j, 1 / (l a - e j) - ∑ b ∈ univ.erase a, 2 / (l a - l b))

/-- The roots `l_a` are distinct, avoid all emitter energies `e_j`, and solve the
Tavis-Cummings Bethe equations with cavity frequency `ω` and coupling `V`. -/
structure IsBetheSolution (e : Fin N → ℂ) (ω V : ℂ) (l : Fin M → ℂ) : Prop where
  distinct : Function.Injective l
  avoid : ∀ a j, l a ≠ e j
  eqn : ∀ a, l a - ω =
    V ^ 2 * (∑ j, 1 / (l a - e j) - ∑ b ∈ univ.erase a, 2 / (l a - l b))

/-- Partial fractions for the square of `∑_a 1/(z - l_a)`, with distinct `l_a` and `z` away
from all of them. -/
theorem sq_sum_inv (l : Fin M → ℂ) (hl : Function.Injective l) (z : ℂ) (hz : ∀ a, z ≠ l a) :
    (∑ a, 1 / (z - l a)) ^ 2 = ∑ a, 1 / (z - l a) ^ 2 +
      ∑ a, (∑ b ∈ univ.erase a, 2 / (l a - l b)) / (z - l a) := by
  have full : ∀ a, ∑ b ∈ univ.erase a, 2 / (l a - l b) = ∑ b, 2 / (l a - l b) :=
    fun a => Finset.sum_erase _ (by simp)
  -- each product of two poles splits into single poles
  have term : ∀ a b, 1 / (z - l a) * (1 / (z - l b)) =
      (if a = b then 1 / (z - l a) ^ 2 else 0) +
        (1 / (l a - l b) / (z - l a) + 1 / (l b - l a) / (z - l b)) := by
    intro a b
    have ha := sub_ne_zero.2 (hz a)
    have hb := sub_ne_zero.2 (hz b)
    by_cases h : a = b
    · subst h
      rw [if_pos rfl]
      simp only [sub_self, div_zero, zero_div, add_zero]
      rw [div_mul_div_comm, one_mul, ← sq]
    · have hab : l a - l b ≠ 0 := sub_ne_zero.2 (hl.ne h)
      rw [if_neg h, ← neg_sub (l a) (l b)]
      field_simp
      ring
  have swap : ∑ a, ∑ b, 1 / (l b - l a) / (z - l b) =
      ∑ a, ∑ b, 1 / (l a - l b) / (z - l a) := Finset.sum_comm
  have two : ∀ a, (∑ b, 2 / (l a - l b)) / (z - l a) =
      2 * ∑ b, 1 / (l a - l b) / (z - l a) := by
    intro a
    rw [Finset.sum_div, Finset.mul_sum]
    exact Finset.sum_congr rfl fun b _ => by ring
  rw [sq, Finset.sum_mul_sum]
  simp only [term, full, two, Finset.sum_add_distrib, Finset.sum_ite_eq, Finset.mem_univ,
    if_true]
  rw [swap, ← Finset.mul_sum]
  ring

/-- For distinct `e_j` and any distinct roots avoiding them, the quadratic equation for `L_j`
fails exactly by the Bethe residuals weighted with `1/(e_j - l_a)`. -/
theorem quadratic_with_defect (e : Fin N → ℂ) (he : Function.Injective e) (ω V : ℂ)
    (l : Fin M → ℂ) (hl : Function.Injective l) (hle : ∀ a j, l a ≠ e j) (j : Fin N) :
    V ^ 2 * betheSum e l j ^ 2 =
      V ^ 2 * ∑ i ∈ univ.erase j, (betheSum e l j - betheSum e l i) / (e j - e i) +
      (M - (e j - ω) * betheSum e l j) + ∑ a, betheDefect e ω V l a / (e j - l a) := by
  have hdiff : ∑ i ∈ univ.erase j, (betheSum e l j - betheSum e l i) / (e j - e i) =
      ∑ a, (∑ i ∈ univ.erase j, 1 / (l a - e i)) / (e j - l a) := by
    simp_rw [Finset.sum_div]
    rw [Finset.sum_comm]
    refine Finset.sum_congr rfl fun i hi => ?_
    have hij : e j - e i ≠ 0 := sub_ne_zero.2 (he.ne (Finset.ne_of_mem_erase hi).symm)
    unfold betheSum
    rw [← Finset.sum_sub_distrib, Finset.sum_div]
    refine Finset.sum_congr rfl fun a _ => ?_
    have h1 : e j - l a ≠ 0 := sub_ne_zero.2 (hle a j).symm
    have h2 : e i - l a ≠ 0 := sub_ne_zero.2 (hle a i).symm
    rw [← neg_sub (e i) (l a)]
    field_simp
    ring
  -- the term `i = j` of the Bethe equation produces the double pole
  have hterm : ∀ a, betheDefect e ω V l a / (e j - l a) =
      V ^ 2 * ((∑ b ∈ univ.erase a, 2 / (l a - l b)) / (e j - l a)) +
      V ^ 2 * (1 / (e j - l a) ^ 2) -
      V ^ 2 * ((∑ i ∈ univ.erase j, 1 / (l a - e i)) / (e j - l a)) - 1 +
      (e j - ω) * (1 / (e j - l a)) := by
    intro a
    have hT : ∑ i, 1 / (l a - e i) =
        1 / (l a - e j) + ∑ i ∈ univ.erase j, 1 / (l a - e i) :=
      (Finset.add_sum_erase univ (fun i => 1 / (l a - e i)) (Finset.mem_univ j)).symm
    have h1 : e j - l a ≠ 0 := sub_ne_zero.2 (hle a j).symm
    unfold betheDefect
    rw [hT]
    generalize ∑ b ∈ univ.erase a, 2 / (l a - l b) = S
    generalize ∑ i ∈ univ.erase j, 1 / (l a - e i) = R
    rw [← neg_sub (e j) (l a)]
    field_simp
    ring
  have hsq := sq_sum_inv l hl (e j) (fun a => (hle a j).symm)
  rw [hdiff]
  simp only [hterm, Finset.sum_add_distrib, Finset.sum_sub_distrib, ← Finset.mul_sum,
    Finset.sum_const, Finset.card_univ, Fintype.card_fin, nsmul_eq_mul, mul_one]
  unfold betheSum
  linear_combination V ^ 2 * hsq

/-- For distinct `e_j` and nonzero coupling, every solution of the Bethe equations gives sums
`L_j` that obey a closed set of quadratic equations. -/
theorem quadratic_of_bethe (e : Fin N → ℂ) (he : Function.Injective e) (ω V : ℂ) (hV : V ≠ 0)
    (l : Fin M → ℂ) (h : IsBetheSolution e ω V l) (j : Fin N) :
    betheSum e l j ^ 2 =
      ∑ i ∈ univ.erase j, (betheSum e l j - betheSum e l i) / (e j - e i) +
      (M - (e j - ω) * betheSum e l j) / V ^ 2 := by
  have hV2 : V ^ 2 ≠ 0 := pow_ne_zero 2 hV
  have hq : ∀ q : ℂ, V ^ 2 * (q / V ^ 2) = q := fun q => by field_simp
  have hd : ∀ a, betheDefect e ω V l a = 0 := fun a => sub_eq_zero.2 (h.eqn a)
  have key := quadratic_with_defect e he ω V l h.distinct h.avoid j
  simp only [hd, zero_div, Finset.sum_const_zero, add_zero] at key
  apply mul_left_cancel₀ hV2
  linear_combination key - hq (M - (e j - ω) * betheSum e l j)

/-- With distinct `l_a`, distinct `e_j`, no `l_a` equal to an `e_j`, and at least as many `e_j`
as `l_a`, the system `∑_a c_a/(e_j - l_a) = 0` has only the zero solution. -/
theorem cauchy_injective (e : Fin N → ℂ) (he : Function.Injective e) (l : Fin M → ℂ)
    (hl : Function.Injective l) (hle : ∀ a j, l a ≠ e j) (hMN : M ≤ N) (c : Fin M → ℂ)
    (hc : ∀ j, ∑ a, c a / (e j - l a) = 0) (a : Fin M) : c a = 0 := by
  -- clear denominators: a polynomial of degree below `M` with `N` zeros
  let p : Polynomial ℂ := ∑ a, Polynomial.C (c a) *
    ∏ b ∈ univ.erase a, (Polynomial.X - Polynomial.C (l b))
  have hev : ∀ z, p.eval z = ∑ a, c a * ∏ b ∈ univ.erase a, (z - l b) := by
    intro z
    simp [p, Polynomial.eval_finsetSum, Polynomial.eval_prod]
  have hroot : ∀ j, p.eval (e j) = 0 := by
    intro j
    have : p.eval (e j) = (∏ b, (e j - l b)) * ∑ a, c a / (e j - l a) := by
      rw [hev, Finset.mul_sum]
      refine Finset.sum_congr rfl fun a _ => ?_
      have h1 : e j - l a ≠ 0 := sub_ne_zero.2 (hle a j).symm
      rw [← Finset.mul_prod_erase univ (fun b => e j - l b) (Finset.mem_univ a)]
      field_simp
    rw [this, hc, mul_zero]
  have hdeg : p.natDegree ≤ M - 1 := by
    refine Polynomial.natDegree_sum_le_of_forall_le _ _ fun a _ => ?_
    refine (Polynomial.natDegree_C_mul_le _ _).trans ((Polynomial.natDegree_prod_le _ _).trans ?_)
    simp [Finset.card_erase_of_mem]
  have hp : p = 0 := by
    refine Polynomial.eq_zero_of_natDegree_lt_card_of_eval_eq_zero p he hroot ?_
    have := a.isLt
    rw [Fintype.card_fin]
    omega
  -- at `z = l_a` only one term survives
  have h0 := hev (l a)
  rw [hp, Polynomial.eval_zero, Finset.sum_eq_single a] at h0
  · refine (mul_eq_zero.1 h0.symm).resolve_right (Finset.prod_ne_zero_iff.2 fun b hb => ?_)
    exact sub_ne_zero.2 (hl.ne (Finset.ne_of_mem_erase hb).symm)
  · intro b _ hb
    rw [Finset.prod_eq_zero (Finset.mem_erase.2 ⟨hb.symm, Finset.mem_univ a⟩) (sub_self _),
      mul_zero]
  · intro h
    exact absurd (Finset.mem_univ a) h

/-- For nonzero coupling, distinct `e_j`, and no more excitations than emitters, distinct roots
avoiding all `e_j` solve the Bethe equations exactly when the `L_j` obey the quadratic ones. -/
theorem bethe_iff_quadratic (e : Fin N → ℂ) (he : Function.Injective e) (ω V : ℂ) (hV : V ≠ 0)
    (l : Fin M → ℂ) (hl : Function.Injective l) (hle : ∀ a j, l a ≠ e j) (hMN : M ≤ N) :
    IsBetheSolution e ω V l ↔ ∀ j, betheSum e l j ^ 2 =
      ∑ i ∈ univ.erase j, (betheSum e l j - betheSum e l i) / (e j - e i) +
      (M - (e j - ω) * betheSum e l j) / V ^ 2 := by
  refine ⟨quadratic_of_bethe e he ω V hV l, fun h => ⟨hl, hle, fun a => ?_⟩⟩
  have hq : ∀ q : ℂ, V ^ 2 * (q / V ^ 2) = q := fun q => by field_simp
  refine sub_eq_zero.1 (cauchy_injective e he l hl hle hMN (betheDefect e ω V l) (fun j => ?_) a)
  linear_combination V ^ 2 * h j + hq (M - (e j - ω) * betheSum e l j) -
    quadratic_with_defect e he ω V l hl hle j


/-- For two emitters at `±1`, cavity frequency `0` and coupling `√(12/5)`, the pair `±2` is a
solution of the two-excitation Bethe equations. -/
theorem bethe_witness :
    IsBetheSolution ![1, -1] 0 ((√(12 / 5) : ℝ) : ℂ) ![2, -2] := by
  have hV : ((√(12 / 5) : ℝ) : ℂ) ^ 2 = 12 / 5 := by
    rw [← Complex.ofReal_pow, Real.sq_sqrt (by norm_num)]
    norm_num
  have h0 : univ.erase (0 : Fin 2) = {1} := by decide
  have h1 : univ.erase (1 : Fin 2) = {0} := by decide
  refine ⟨?_, ?_, Fin.forall_fin_two.2 ⟨?_, ?_⟩⟩
  · intro a b h
    fin_cases a <;> fin_cases b
    · rfl
    · norm_num at h
    · norm_num at h
    · rfl
  · intro a j
    fin_cases a <;> fin_cases j <;> norm_num
  · rw [hV, h0, Finset.sum_singleton, Fin.sum_univ_two]
    norm_num
  · rw [hV, h1, Finset.sum_singleton, Fin.sum_univ_two]
    norm_num

end

end TavisCummingsBethe
```

```lean
#print axioms TavisCummingsBethe.bethe_iff_quadratic
```

```
'TavisCummingsBethe.bethe_iff_quadratic' depends on axioms: [propext, Classical.choice, Quot.sound]
```

## From the algebra to the Lean proof

`sq_sum_inv` is the expansion of the square: `term` splits the products, and `swap` exchanges the labels. Lean's convention $2/0=0$ lets `full` include $b=a$ in the sum.

In `quadratic_with_defect`, `hdiff` treats the terms $i\ne j$ and `hterm` the division of $D_a$; `linear_combination` then inserts the square. `quadratic_of_bethe` sets the residuals to zero and cancels $V^2$.

`cauchy_injective` is the polynomial argument for arbitrary coefficients `c`, and `bethe_iff_quadratic` applies it to the residuals.

`bethe_witness` checks an example with $e=(1,-1)$, $\omega=0$, $V^2=12/5$ and roots $\pm2$. These energies, the cavity frequency and the roots are counted from a common reference, which changes none of the equations. There $L_0=-2/3$ and $L_1=2/3$, and the equation for $j=0$ reads $4/9=-2/3+10/9$.
